# Alternating charge sloshing in a scalar recurrence with tanh response: for 0 < κ < 4 and a > 0 it exists exactly when κ(1 + a) > 4

## One charge variable with a saturating response

Let n(k) be a real number for k = 0, 1, 2, …, the auxiliary charge at time step k, measured from its self-consistent value. The nuclei are held fixed, so that this reference value is always n = 0. In extended Lagrangian Born-Oppenheimer dynamics the auxiliary charge is propagated as an oscillator driven towards the charge that the electronic structure step returns. The model takes the returned charge to be −tanh(a n): it opposes the input and saturates at magnitude 1, which sets the unit of charge.

Two constants enter:

- κ is the squared time step times the squared frequency of the auxiliary oscillator, a dimensionless number.
- a is the gain, the strength of the charge response near n = 0. It stands for a response that sharpens as the electronic temperature falls, as the thermal occupations of two degenerate levels do when their energies are shifted apart. Temperature itself does not appear in the formulas.

```lean
import Mathlib

namespace ChargeSloshing

noncomputable section
```

The residual is the input charge minus the returned charge:

r(x) = x + tanh(a x).

It is odd in x, and for a > 0 it vanishes only at x = 0. In Lean it is `residual a x`, with the gain as the first argument.

```lean
/-- The nonlinear charge residual `x + tanh (a x)` with gain `a`. -/
def residual (a x : ℝ) : ℝ := x + Real.tanh (a * x)
```

The Verlet form of the auxiliary equation of motion, without damping terms, is

n(k+2) = 2 n(k+1) − n(k) − κ r(n(k+1)).

The predicate `IsTrajectory κ a n` says that the sequence `n : ℕ → ℝ` obeys this at every k ≥ 0. The values n(0) and n(1) are free, and the charges are real numbers without rounding.

```lean
/-- The charge sequence `n` obeys the extended Lagrangian update
`n(k+2) = 2 n(k+1) - n(k) - κ (n(k+1) + tanh (a n(k+1)))` at every step. -/
def IsTrajectory (κ a : ℝ) (n : ℕ → ℝ) : Prop :=
  ∀ k, n (k + 2) = 2 * n (k + 1) - n k - κ * residual a (n (k + 1))
```

Charge sloshing of the simplest kind reverses the sign of the charge at each step and keeps its magnitude:

n(k) = (−1)ᵏ x, that is x, −x, x, −x, …

This is `sloshing x`. The choice x = 0 gives the self-consistent state at rest, so the sequences of interest have x ≠ 0.

```lean
/-- The alternating charge sequence `x, -x, x, ...`. -/
def sloshing (x : ℝ) (k : ℕ) : ℝ := (-1) ^ k * x
```

## Three facts about tanh

The derivative comes from the quotient rule applied to sinh y / cosh y:

d/dy tanh y = (cosh² y − sinh² y) / cosh² y = 1 / cosh² y.

The Lean proof does the same with `fun_div`, and then replaces the numerator by 1.

```lean
/-- The derivative of `tanh` is `1 / cosh ^ 2`. -/
theorem tanh_deriv (y : ℝ) : HasDerivAt Real.tanh (1 / Real.cosh y ^ 2) y := by
  have h := (Real.hasDerivAt_sinh y).fun_div (Real.hasDerivAt_cosh y) (Real.cosh_pos y).ne'
  have e : Real.tanh = fun y => Real.sinh y / Real.cosh y :=
    funext Real.tanh_eq_sinh_div_cosh
  rw [e]
  refine h.congr_deriv ?_
  rw [show Real.cosh y * Real.cosh y - Real.sinh y * Real.sinh y = 1 by
    linear_combination Real.cosh_sq y]
```

For y > 0, the response lies between two simple functions:

y/(1 + y) < tanh y < y.

For the lower bound, multiply out the positive denominators. The claim becomes

y cosh y < (1 + y) sinh y, or equivalently y (cosh y − sinh y) < sinh y.

Since cosh y − sinh y = e⁻ʸ < 1, the left side is less than y, and y < sinh y.

For the upper bound, put g(z) = z − tanh z. Then g(0) = 0, and for z > 0

g′(z) = 1 − 1/cosh² z > 0,

because cosh z > 1. Hence g(y) > 0.

In the code, `div_lt_div_iff₀` multiplies out the denominators, and `nlinarith` receives the product of y with the positive number 1 − e⁻ʸ. The second half is the monotonicity argument for g on [0, ∞), where the derivative has to be positive only in the interior.

```lean
/-- For positive `y`, the saturating response `tanh y` lies strictly between
`y / (1 + y)` and `y`. -/
theorem tanh_bounds {y : ℝ} (hy : 0 < y) : y / (1 + y) < Real.tanh y ∧ Real.tanh y < y := by
  constructor
  · have hs : y < Real.sinh y := Real.self_lt_sinh_iff.2 hy
    have hE : Real.cosh y - Real.sinh y < 1 := by
      rw [Real.cosh_sub_sinh]
      exact Real.exp_lt_one_iff.2 (by linarith)
    rw [Real.tanh_eq_sinh_div_cosh, div_lt_div_iff₀ (by linarith) (Real.cosh_pos y)]
    nlinarith [mul_pos hy (sub_pos.2 hE)]
  · -- `y - tanh y` vanishes at zero and increases
    have D : ∀ z : ℝ, HasDerivAt (fun z => z - Real.tanh z) (1 - 1 / Real.cosh z ^ 2) z :=
      fun z => (hasDerivAt_id' z).fun_sub (tanh_deriv z)
    have m : StrictMonoOn (fun z : ℝ => z - Real.tanh z) (Set.Ici 0) := by
      apply strictMonoOn_of_deriv_pos (convex_Ici 0)
      · exact fun z _ => (D z).continuousAt.continuousWithinAt
      · intro z hz
        rw [interior_Ici] at hz
        have hz' : 0 < z := hz
        have hc : 1 < Real.cosh z := Real.one_lt_cosh.2 hz'.ne'
        rw [(D z).deriv, sub_pos, div_lt_one (pow_pos (Real.cosh_pos z) 2)]
        nlinarith
    have h := m (Set.mem_Ici.2 le_rfl) (Set.mem_Ici.2 hy.le) hy
    simp only [Real.tanh_zero, sub_zero] at h
    linarith
```

The ratio tanh y / y is the effective gain at amplitude y, relative to its small-amplitude value. It decreases strictly for y > 0, since its derivative is

(y/cosh² y − tanh y) / y² = (y − sinh y cosh y) / (y² cosh² y),

and sinh y cosh y ≥ sinh y > y makes the numerator negative. The equation `e` in the proof is this rewriting of the numerator, and the two uses of `div_neg_of_neg_of_pos` remove the positive denominators y² and cosh² y.

```lean
/-- The effective response `tanh y / y` strictly decreases with amplitude `y > 0`. -/
theorem tanh_ratio_strictAnti : StrictAntiOn (fun y : ℝ => Real.tanh y / y) (Set.Ioi 0) := by
  have D : ∀ y : ℝ, 0 < y → HasDerivAt (fun y => Real.tanh y / y)
      ((1 / Real.cosh y ^ 2 * y - Real.tanh y * 1) / y ^ 2) y :=
    fun y hy => (tanh_deriv y).fun_div (hasDerivAt_id' y) hy.ne'
  apply strictAntiOn_of_deriv_neg (convex_Ioi 0)
  · exact fun y hy => (D y hy).continuousAt.continuousWithinAt
  · intro y hy
    rw [interior_Ioi] at hy
    have hy' : 0 < y := hy
    have hs : y < Real.sinh y := Real.self_lt_sinh_iff.2 hy'
    have hc : 1 ≤ Real.cosh y := Real.one_le_cosh y
    have hc0 : Real.cosh y ≠ 0 := (Real.cosh_pos y).ne'
    rw [(D y hy').deriv]
    apply div_neg_of_neg_of_pos _ (pow_pos hy' 2)
    have e : 1 / Real.cosh y ^ 2 * y - Real.tanh y * 1
        = (y - Real.sinh y * Real.cosh y) / Real.cosh y ^ 2 := by
      rw [Real.tanh_eq_sinh_div_cosh]
      field_simp
    rw [e]
    apply div_neg_of_neg_of_pos _ (pow_pos (Real.cosh_pos y) 2)
    nlinarith [mul_nonneg (hy'.trans hs).le (sub_nonneg.2 hc)]
```

## From the recurrence to an amplitude equation

Insert the alternating sequence into the recurrence, and write s = (−1)ᵏ. Then n(k) = s x, n(k+1) = −s x and n(k+2) = s x. Because r is odd and s = ±1, r(−s x) = −s r(x), so the recurrence at step k reads

s x = −2 s x − s x + κ s r(x).

Collecting terms and dividing by s gives

4x = κ r(x) = κ (x + tanh(a x)).

The same equation results at every k, so infinitely many conditions reduce to one. This holds for all real κ, a and x. The forward direction in Lean reads off the equation from step k = 0; the backward direction treats s = 1 and s = −1 as separate cases for general k.

```lean
/-- The alternating sequence `x, -x, x, ...` is a trajectory exactly when its amplitude
satisfies `4 x = κ (x + tanh (a x))`. -/
theorem sloshing_iff (κ a x : ℝ) :
    IsTrajectory κ a (sloshing x) ↔ 4 * x = κ * residual a x := by
  constructor
  · intro h
    have h0 : sloshing x 2 = 2 * sloshing x 1 - sloshing x 0
        - κ * residual a (sloshing x 1) := h 0
    have s0 : sloshing x 0 = x := by simp [sloshing]
    have s1 : sloshing x 1 = -x := by simp [sloshing]
    have s2 : sloshing x 2 = x := by simp [sloshing]
    rw [s0, s1, s2] at h0
    simp only [residual, mul_neg, Real.tanh_neg] at h0 ⊢
    linear_combination h0
  · intro hx k
    have h1 : (-1 : ℝ) ^ (k + 1) = -(-1) ^ k := by rw [pow_succ]; ring
    have h2 : (-1 : ℝ) ^ (k + 2) = (-1) ^ k := by rw [pow_add]; norm_num
    simp only [residual] at hx
    rcases neg_one_pow_eq_or ℝ k with h | h
    · simp only [sloshing, residual, h1, h2, h]
      rw [show a * (-1 * x) = -(a * x) by ring, Real.tanh_neg]
      linear_combination hx
    · simp only [sloshing, residual, h1, h2, h]
      rw [show a * (-(-1) * x) = a * x by ring]
      linear_combination -hx
```

If x is negative, change the sign of both sides. By oddness, the magnitude satisfies the same equation:

4|x| = κ (|x| + tanh(a|x|)).

The two cases of `abs_choice`, |x| = x and |x| = −x, express this.

```lean
/-- If `x, -x, x, ...` is a trajectory, then `|x|` satisfies the same amplitude equation. -/
theorem amplitude_eq {κ a x : ℝ} (h : IsTrajectory κ a (sloshing x)) :
    4 * |x| = κ * (|x| + Real.tanh (a * |x|)) := by
  have b := (sloshing_iff κ a x).1 h
  simp only [residual] at b
  rcases abs_choice x with e | e
  · rw [e]
    exact b
  · rw [e, mul_neg a x, Real.tanh_neg]
    linear_combination -b
```

## Threshold and amplitude

The theorem `charge_sloshing` assumes 0 < κ < 4 and a > 0 and has two parts. The first is an equivalence: some x ≠ 0 makes `sloshing x` a trajectory if and only if 4 < κ(1 + a). The second says that any two nonzero x and y whose alternating sequences are trajectories satisfy |x| = |y|. The sign remains free, since x, −x, x, … and −x, x, −x, … are the same oscillation shifted by one step.

**The condition is necessary.** Let x ≠ 0 solve the problem and put ρ = |x| > 0. The bound tanh(aρ) < aρ gives

4ρ = κ (ρ + tanh(aρ)) < κ (1 + a) ρ,

and division by ρ yields 4 < κ(1 + a).

**The condition is sufficient.** Define

u = κ/(4 − κ), v = u − 1/a, F(x) = κ (x + tanh(a x)) − 4x = κ tanh(a x) − (4 − κ) x.

The condition v > 0 means aκ > 4 − κ, which is the assumption κ(1 + a) > 4. At the upper point, (4 − κ) u = κ, so

F(u) = κ (tanh(a u) − 1) < 0.

At the lower point, 1 + a v = a u, and the lower bound on tanh gives

tanh(a v) > a v/(1 + a v) = v/u.

Multiplying by κ and using κ/u = 4 − κ,

κ tanh(a v) > (4 − κ) v, hence F(v) > 0.

F is continuous, so it has a zero x between v and u. This zero is positive because v is, and by the amplitude equation it gives an alternating trajectory.

**The magnitude is unique.** For any nonzero solution z, the amplitude equation rearranges to

tanh(a|z|) / (a|z|) = (4 − κ)/(κ a).

The right side does not depend on z. The left side is a strictly decreasing function of a|z|, so it takes this value at most once. Two solutions x and y therefore have a|x| = a|y|, and |x| = |y|.

```lean
/-- For `0 < κ < 4` and `a > 0`, a nonzero alternating charge trajectory exists exactly when
`κ (1 + a) > 4`, and all such trajectories have the same amplitude. -/
theorem charge_sloshing {κ a : ℝ} (hκ : 0 < κ) (hκ4 : κ < 4) (ha : 0 < a) :
    ((∃ x, x ≠ 0 ∧ IsTrajectory κ a (sloshing x)) ↔ 4 < κ * (1 + a)) ∧
    ∀ x y, x ≠ 0 → y ≠ 0 → IsTrajectory κ a (sloshing x) →
      IsTrajectory κ a (sloshing y) → |x| = |y| := by
  have hd : 0 < 4 - κ := by linarith
  refine ⟨⟨?_, ?_⟩, ?_⟩
  · rintro ⟨x, hx, h⟩
    have hr : 0 < |x| := abs_pos.2 hx
    have ht := mul_lt_mul_of_pos_left (tanh_bounds (mul_pos ha hr)).2 hκ
    have hc : 4 * |x| < κ * (1 + a) * |x| := by linarith [amplitude_eq h]
    exact lt_of_mul_lt_mul_right hc hr.le
  · intro h
    -- the amplitude equation changes sign between `u - 1 / a` and `u`
    obtain ⟨u, hu⟩ : ∃ u, u = κ / (4 - κ) := ⟨_, rfl⟩
    have hu1 : u * (4 - κ) = κ := by rw [hu]; exact div_mul_cancel₀ _ hd.ne'
    have hv : 0 < u - 1 / a := by
      rw [hu, sub_pos, div_lt_div_iff₀ ha hd]
      linarith
    obtain ⟨v, hve⟩ : ∃ v, v = u - 1 / a := ⟨_, rfl⟩
    rw [← hve] at hv
    have hav : 1 + a * v = a * u := by
      rw [hve, mul_sub, mul_one_div_cancel ha.ne']
      ring
    have hvu : v ≤ u := by linarith [one_div_pos.2 ha]
    have hav0 : 0 < a * v := mul_pos ha hv
    have cont : Continuous fun x => κ * (x + Real.tanh (a * x)) - 4 * x := by
      have ct : Continuous Real.tanh :=
        continuous_iff_continuousAt.2 fun y => (tanh_deriv y).continuousAt
      have c2 : Continuous fun x : ℝ => Real.tanh (a * x) :=
        ct.comp (continuous_const.mul continuous_id)
      exact (continuous_const.mul (continuous_id.add c2)).sub
        (continuous_const.mul continuous_id)
    have lo : 0 ≤ κ * (v + Real.tanh (a * v)) - 4 * v := by
      have ht := (div_lt_iff₀ (by linarith)).1 (tanh_bounds hav0).1
      rw [hav] at ht
      have hm := mul_lt_mul_of_pos_right ht hd
      have e : Real.tanh (a * v) * (a * u) * (4 - κ) = a * (κ * Real.tanh (a * v)) := by
        linear_combination Real.tanh (a * v) * a * hu1
      have hc : a * (v * (4 - κ)) < a * (κ * Real.tanh (a * v)) := by
        rw [e] at hm
        linarith
      linarith [lt_of_mul_lt_mul_left hc ha.le]
    have hi : κ * (u + Real.tanh (a * u)) - 4 * u ≤ 0 := by
      linarith [mul_lt_mul_of_pos_left (Real.tanh_lt_one (a * u)) hκ]
    obtain ⟨x, hx, hfx⟩ := intermediate_value_Icc' hvu cont.continuousOn ⟨hi, lo⟩
    refine ⟨x, (hv.trans_le hx.1).ne', (sloshing_iff κ a x).2 ?_⟩
    simp only [residual]
    linarith
  · -- both amplitudes give the same value of the decreasing ratio `tanh y / y`
    intro x y hx hy h1 h2
    have ratio : ∀ z, z ≠ 0 → IsTrajectory κ a (sloshing z) →
        Real.tanh (a * |z|) / (a * |z|) = (4 - κ) / (κ * a) := by
      intro z hz h
      rw [div_eq_div_iff (mul_pos ha (abs_pos.2 hz)).ne' (mul_pos hκ ha).ne']
      linear_combination (-a) * amplitude_eq h
    have e := tanh_ratio_strictAnti.injOn (Set.mem_Ioi.2 (mul_pos ha (abs_pos.2 hx)))
      (Set.mem_Ioi.2 (mul_pos ha (abs_pos.2 hy))) ((ratio x hx h1).trans (ratio y hy h2).symm)
    exact mul_left_cancel₀ ha.ne' e

end

end ChargeSloshing
```

The three bullets of the Lean proof are these three arguments in the same order. In the first, `lt_of_mul_lt_mul_right` divides by |x|. In the second, `hav` is the identity 1 + a v = a u, `lo` and `hi` are the signs of F at v and u, and `intermediate_value_Icc'` is the intermediate value theorem for a function that goes from a nonnegative to a nonpositive value. In the third, `ratio` is the rearranged amplitude equation, and `injOn` turns strict decrease into the statement that equal ratios have equal arguments.

## What the threshold means for the time step

At fixed κ the critical gain is a = 4/κ − 1. At or below it, the only alternating trajectory is the state at rest; above it there is exactly one nonzero magnitude. Equivalently, within the range 0 < κ < 4, alternating sloshing is excluded exactly when κ ≤ 4/(1 + a). In this undamped model with a single charge and frozen nuclei, a lower electronic temperature, represented by a larger a, lowers this bound on κ. For a given oscillator frequency, the corresponding bound on the time step falls with it; a time step that already lies below the new bound can be kept. If instead κ is the fixed input and the frequency is set from it, a shorter time step leaves κ unchanged and does not remove the sloshing; at the same gain a, κ itself has to be lowered.

The same number appears in the linearised recurrence. For small charges tanh(a n) ≈ a n, and the update becomes a harmonic Verlet step with κ(1 + a) in place of κ, whose stability limit is κ(1 + a) = 4. The nonlinear statement concerns a different matter, the existence of an oscillation of finite size. The saturation of tanh makes this possible: the effective gain falls with amplitude until the amplitude equation balances.

The assumption κ < 4 keeps the auxiliary oscillator inside the Verlet stability limit when the charge response is switched off. The equivalence does not extend to κ = 4: there the amplitude equation becomes tanh(a x) = 0, which has only the solution x = 0, although κ(1 + a) > 4 holds for every a > 0.

The theorem concerns exactly alternating sequences. It does not say whether a trajectory that starts near the alternating one stays near it, whether a simulation would reach it from typical initial data, or what other oscillations the recurrence has. It also leaves open how moving nuclei, damping terms or several coupled charges would change the threshold.

```lean
#print axioms ChargeSloshing.charge_sloshing
```

```
'ChargeSloshing.charge_sloshing' depends on axioms: [propext, Classical.choice, Quot.sound]
```
